# Class sums of a finite group lie in the centre of its complex group algebra

For a finite group, such as the point group of a molecule, the class sum adds up all the elements of one conjugacy class, each with coefficient one and with no division by the size of the class. The theorem states that this sum commutes with every complex linear combination of group elements, that is, it lies in the centre of the complex group algebra. No Hamiltonian or particular representation enters the statement. The attempt uses induction on the algebra element `b`: it treats single group elements first, where conjugation merely permutes the class, and then sums and scalar multiples.

This version doesn't compile in Lean 4 with Mathlib:

```lean
import Mathlib

open scoped Classical

noncomputable section

namespace ClassSumMemCenter

variable {G : Type*} [Group G] [Fintype G]

/-- The class sum: the sum, in the complex group algebra, of all elements of one
conjugacy class. -/
def classSum (c : ConjClasses G) : MonoidAlgebra ℂ G :=
  ∑ g : G with ConjClasses.mk g = c, MonoidAlgebra.of ℂ G g

/-- Every class sum commutes with the whole group algebra. -/
theorem classSum_mem_center (c : ConjClasses G) :
    classSum c ∈ Subalgebra.center ℂ (MonoidAlgebra ℂ G) := by
  refine Subalgebra.mem_center_iff.2 fun b => ?_
  refine MonoidAlgebra.induction_on b ?_ ?_ ?_
  · intro h
    -- conjugation by `h` permutes the class
    have hc : ∀ g : G, ConjClasses.mk (h * g * h⁻¹) = ConjClasses.mk g := fun g =>
      (ConjClasses.mk_eq_mk_iff_isConj.2 (isConj_iff.2 ⟨h, rfl⟩)).symm
    unfold classSum
    rw [Finset.mul_sum, Finset.sum_mul, Finset.sum_filter, Finset.sum_filter]
    refine Fintype.sum_equiv (MulAut.conj h).toEquiv _ _ fun g => ?_
    have hg : (MulAut.conj h).toEquiv g = h * g * h⁻¹ := rfl
    simp only [hg, hc, ← map_mul (MonoidAlgebra.of ℂ G), inv_mul_cancel_right]
  · intro x y hx hy
    rw [add_mul, mul_add, hx, hy]
  · intro a x hx
    rw [smul_mul_assoc, mul_smul_comm, hx]

end ClassSumMemCenter
```

Compiling this gives:

```
Main.lean:20:2: error: Type mismatch
  MonoidAlgebra.induction_on b ?m.29 ?m.30 ?m.31
has type
  ?m.28 b
but is expected to have type
  b * classSum c = classSum c * b
```

The mended proof, as a diff:

```diff
@@ -18,6 +18,6 @@
     classSum c ∈ Subalgebra.center ℂ (MonoidAlgebra ℂ G) := by
   refine Subalgebra.mem_center_iff.2 fun b => ?_
-  refine MonoidAlgebra.induction_on b ?_ ?_ ?_
-  · intro h
+  induction b using MonoidAlgebra.induction_on
+  next h =>
     -- conjugation by `h` permutes the class
     have hc : ∀ g : G, ConjClasses.mk (h * g * h⁻¹) = ConjClasses.mk g := fun g =>
@@ -28,7 +28,7 @@
     have hg : (MulAut.conj h).toEquiv g = h * g * h⁻¹ := rfl
     simp only [hg, hc, ← map_mul (MonoidAlgebra.of ℂ G), inv_mul_cancel_right]
-  · intro x y hx hy
+  next x y hx hy =>
     rw [add_mul, mul_add, hx, hy]
-  · intro a x hx
+  next a x hx =>
     rw [smul_mul_assoc, mul_smul_comm, hx]
 
```

Cause. The message concerns the predicate to be proved by induction. `MonoidAlgebra.induction_on b` concludes `?m.28 b`, where `?m.28` is a predicate still to be determined, while the goal is `b * classSum c = classSum c * b`. The predicate needed is `fun b => b * classSum c = classSum c * b`, but under `refine` Lean had to find it by matching the two types, and it did not. The step therefore failed before any of the three cases was reached.

The repair calls the same principle through `induction b using MonoidAlgebra.induction_on`. This tactic builds the predicate from the goal by abstracting `b`, so nothing is left to guess.

The other changes follow from this one. `induction` has already introduced the variables and hypotheses of each case, so the old `intro` lines no longer fit. `next h`, `next x y hx hy` and `next a x hx` name them instead. The arguments within the cases are unchanged.
